# Electron wave amplitude at an X-ray absorbing atom in a one-dimensional model with two point scatterers

## An electron that returns to its atom

An X-ray photon lifts an electron out of a core level. The electron leaves the absorbing atom as a wave, and part of this wave is scattered back by a neighbouring atom. At the absorber the returning part interferes with the emitted one, and the absorption oscillates with the electron's wave number. This is the origin of EXAFS, the extended X-ray absorption fine structure.

How large is the wave at the absorber once all reflections between the two atoms are counted? Here the question is answered for one electron on a line, with each atom reduced to a point.

## Two atoms on a line

The absorber sits at $0$, the neighbour at $R>0$, and the wave number is $k>0$. Units are such that $\hbar^2/2m=1$. Away from the atoms $\psi''+k^2\psi=0$. At the atoms $\psi$ is continuous and its derivative jumps (right minus left) by

$$1+g_0\psi(0)\ \text{ at } 0,\qquad g\,\psi(R)\ \text{ at } R.$$

The $1$ is a unit point source, which stands for the emission from the core level. The real strengths $g_0$ and $g$ describe elastic scatterers, repulsive when positive. Outgoing means that only a left-moving wave exists for $x\le 0$ and only a right-moving one for $x\ge R$. Define

$$r_0=\frac{g_0}{2ik-g_0},\qquad r=\frac{g}{2ik-g},\qquad \rho=r\,e^{2ikR}.$$

Here $r_0$ and $r$ are reflection amplitudes, and $\rho$ is the amplitude for a trip to the neighbour and back, not a density.

## What is proved

Every outgoing wave satisfies

$$\psi(0)=\frac{1+\rho}{(2ik-g_0)(1-r_0\rho)}=\sum_{n\ge0}\frac{1+\rho}{2ik-g_0}\,(r_0\rho)^n,$$

where the series converges, and an outgoing wave exists. For $g_0=0$,

$$-\operatorname{Im}\psi(0)=\frac{1+|r|\cos(2kR+\arg r)}{2k}.$$

In Lean, `planeWaves k a b` is the function $a\,e^{ikx}+b\,e^{-ikx}$. The structure `IsOutgoing k R g₀ g ψ` holds the physical conditions: plane-wave forms on $x\le0$, $[0,R]$ and $x\ge R$, and the two jumps. The regions share their end points, and this encodes continuity. `derivJump` is the difference of the one-sided derivatives, `reflection k g` is $r$, and `roundTrip k R g` is $\rho$.

The formula for $\psi(0)$ is `IsOutgoing.amplitude`, the series is `IsOutgoing.reflection_series`, existence is `outgoingWave_isOutgoing`, and the cosine law is `IsOutgoing.exafs_oscillation`. The plane-wave form is part of the definition. `IsOutgoing.wave_equation` shows that it solves the differential equation away from the atoms; the converse, that every solution has this form, is not stated.

The step from this model to a spectrum is the golden rule. It makes the transition rate proportional to $-\operatorname{Im}\psi(0)$ if the modulus of the transition matrix element is a constant times the modulus of the final state at the absorber. This is a simplification: a dipole transition from an s level leads to a p wave, which vanishes at the nucleus. Real EXAFS also has spherical waves, many neighbours, and damping by thermal motion and inelastic losses. Its textbook formula usually has a sine, with the phase shifts defined accordingly.

In electronic-structure terms, $\psi(0)$ is the diagonal element of the retarded Green function at the absorber, for a single electron and two point scatterers.

## Matching at the two atoms

Differentiation turns the amplitudes $(a,b)$ into $(ika,-ikb)$. Doing it twice gives the factor $(ik)^2=-k^2$, so the wave equation holds in each region. If the amplitudes are $(a,b)$ to the left of $x$ and $(c,d)$ to the right, the derivative jump is

$$ik\left[(c-a)e^{ikx}-(d-b)e^{-ikx}\right].$$

Write $\psi$ as $Ae^{-ikx}$ on the left, $Be^{ikx}+Ce^{-ikx}$ between the atoms and $De^{ikx}$ on the right.

**At the neighbour.** Continuity and the jump read

$$De^{ikR}=Be^{ikR}+Ce^{-ikR},\qquad ik\left[(D-B)e^{ikR}+Ce^{-ikR}\right]=gDe^{ikR}.$$

By the first equation the bracket equals $2Ce^{-ikR}$. Hence

$$2ik\,Ce^{-ikR}=g\left(Be^{ikR}+Ce^{-ikR}\right),$$

so $(2ik-g)Ce^{-ikR}=gBe^{ikR}$, and therefore $C=\rho B$.

**At the absorber.** Continuity gives $A=B+C$. The jump is $ik(B-C)+ikA=2ikB$, so

$$2ikB=1+g_0(1+\rho)B.$$

Since $g_0=(2ik-g_0)r_0$, this becomes

$$(2ik-g_0)(1-r_0\rho)B=1.$$

**No zero denominator.** For real $g$,

$$|r|^2=\frac{g^2}{g^2+4k^2}<1,$$

and likewise $|r_0|<1$. As $|e^{2ikR}|=1$, it follows that $|r_0\rho|<1$. Thus $1-r_0\rho\neq0$, and $\psi(0)=B+C=(1+\rho)B$ is the stated formula. Expanding $1/(1-r_0\rho)$ as a geometric series gives the sum. Its $n$-th term belongs to the wave that has made $n$ round trips, each with one reflection at the neighbour and one at the absorber. The factor $1+\rho$ adds to this wave its next return from the neighbour.

**Existence.** Take $B$ from the last equation and set $C=\rho B$, $A=(1+\rho)B$, $D=(1+r)B$. These values satisfy all four matching conditions.

**The oscillation.** For $g_0=0$ we have $r_0=0$ and $2ik\,\psi(0)=1+\rho$. The real part of the left side is $-2k\operatorname{Im}\psi(0)$. With $\rho=|r|e^{i(2kR+\arg r)}$, the real part of the right side is $1+|r|\cos(2kR+\arg r)$.

## Numbers for $k=1$, $g=2$

Here $r=2/(2i-2)=-(1+i)/2$, so $|r|=1/\sqrt2$ and $\arg r=-3\pi/4$. Take $R=3\pi/8$. Then $2kR=3\pi/4$ cancels the phase, and $\rho=1/\sqrt2$.

For $g_0=0$ this gives $-\operatorname{Im}\psi(0)=(1+0.707)/2\approx0.854$, against $0.5$ without a neighbour.

For $g_0=2$ the ratio $r_0\rho$ has modulus $1/2$, and

$$\psi(0)=\frac{1+1/\sqrt2}{-2-\sqrt2+2i},\qquad -\operatorname{Im}\psi(0)\approx0.218.$$

One, two and three terms of the series give $0.427$, $0.125$ and $0.232$.

## The Lean file

```lean
import Mathlib

open Complex Set Filter Topology

namespace ExafsPointScatterers

noncomputable section

/-- Superposition of a right-moving wave of amplitude `a` and a left-moving wave of amplitude `b`,
both with wave number `k > 0`. -/
def planeWaves (k : ℝ) (a b : ℂ) (x : ℝ) : ℂ :=
  a * Complex.exp (I * k * x) + b * Complex.exp (-(I * k * x))

/-- Jump of the derivative of `ψ` at `x`: right derivative minus left derivative. -/
def derivJump (ψ : ℝ → ℂ) (x : ℝ) : ℂ :=
  derivWithin ψ (Ici x) x - derivWithin ψ (Iic x) x

/-- Reflection amplitude `g / (2ik - g)` of a point scatterer of strength `g`, for `k > 0`. -/
def reflection (k g : ℝ) : ℂ := g / (2 * I * k - g)

/-- Round-trip amplitude `ρ = g exp(2ikR) / (2ik - g)` from the absorber to the neighbour at
distance `R` and back, for `k > 0`. -/
def roundTrip (k R g : ℝ) : ℂ := reflection k g * Complex.exp (2 * I * k * R)

/-- Outgoing wave of a unit point source at an absorber of strength `g₀` at `0`, with a neighbour of
strength `g` at `R`, for `k > 0` and `R > 0`. The plane-wave regions share their end points, so that
`ψ` is continuous. -/
structure IsOutgoing (k R g₀ g : ℝ) (ψ : ℝ → ℂ) : Prop where
  left : ∃ A, ∀ x ≤ 0, ψ x = planeWaves k 0 A x
  between : ∃ B C, ∀ x ∈ Icc 0 R, ψ x = planeWaves k B C x
  right : ∃ D, ∀ x, R ≤ x → ψ x = planeWaves k D 0 x
  jump_absorber : derivJump ψ 0 = 1 + g₀ * ψ 0
  jump_neighbour : derivJump ψ R = g * ψ R

/-- Differentiation multiplies the amplitude `a` of `exp(ikx)` by `ik` and the amplitude `b` of
`exp(-ikx)` by `-ik`. -/
theorem hasDerivAt_planeWaves (k : ℝ) (a b : ℂ) (x : ℝ) :
    HasDerivAt (planeWaves k a b) (planeWaves k (I * k * a) (-(I * k * b)) x) x := by
  have h : HasDerivAt (fun y : ℝ => I * k * (y : ℂ)) (I * k) x := by
    simpa using (hasDerivAt_id x).ofReal_comp.const_mul (I * (k : ℂ))
  have h2 := (h.cexp.const_mul a).fun_add (h.fun_neg.cexp.const_mul b)
  exact h2.congr_deriv (by unfold planeWaves; ring)

/-- Away from the two atoms an outgoing wave satisfies `ψ'' = -k² ψ`. -/
theorem IsOutgoing.wave_equation {k R g₀ g : ℝ} {ψ : ℝ → ℂ} (h : IsOutgoing k R g₀ g ψ)
    {x : ℝ} (h0 : x ≠ 0) (hR : x ≠ R) :
    HasDerivAt (deriv ψ) (-(k : ℂ) ^ 2 * ψ x) x := by
  -- a function that is a plane-wave sum near `x` satisfies the equation at `x`
  have key : ∀ a b : ℂ, ψ =ᶠ[𝓝 x] planeWaves k a b →
      HasDerivAt (deriv ψ) (-(k : ℂ) ^ 2 * ψ x) x := by
    intro a b hab
    have hd : deriv (planeWaves k a b) = planeWaves k (I * k * a) (-(I * k * b)) :=
      funext fun y => (hasDerivAt_planeWaves k a b y).deriv
    have h1 := hab.deriv
    rw [hd] at h1
    refine ((hasDerivAt_planeWaves k _ _ x).congr_of_eventuallyEq h1).congr_deriv ?_
    rw [hab.eq_of_nhds]
    unfold planeWaves
    linear_combination (k : ℂ) ^ 2 * (a * Complex.exp (I * k * x)
      + b * Complex.exp (-(I * k * x))) * I_sq
  obtain ⟨A, hA⟩ := h.left
  obtain ⟨B, C, hB⟩ := h.between
  obtain ⟨D, hD⟩ := h.right
  rcases lt_or_gt_of_ne h0 with hx | hx
  · exact key 0 A (by filter_upwards [Iio_mem_nhds hx] with y hy using hA y (le_of_lt hy))
  rcases lt_or_gt_of_ne hR with hx' | hx'
  · exact key B C (by
      filter_upwards [Ioo_mem_nhds hx hx'] with y hy using hB y ⟨hy.1.le, hy.2.le⟩)
  · exact key D 0 (by filter_upwards [Ioi_mem_nhds hx'] with y hy using hD y (le_of_lt hy))

/-- The derivative jump at `x` in terms of the plane-wave amplitudes `a, b` on the left
of `x` and `c, d` on its right. -/
theorem derivJump_eq {ψ : ℝ → ℂ} {k l x r : ℝ} {a b c d : ℂ} (hl : l < x) (hr : x < r)
    (h1 : ∀ y ∈ Icc l x, ψ y = planeWaves k a b y)
    (h2 : ∀ y ∈ Icc x r, ψ y = planeWaves k c d y) :
    derivJump ψ x = I * k * ((c - a) * Complex.exp (I * k * x)
      - (d - b) * Complex.exp (-(I * k * x))) := by
  have e1 : ψ =ᶠ[𝓝[Iic x] x] planeWaves k a b := by
    filter_upwards [Icc_mem_nhdsLE hl] with y hy using h1 y hy
  have e2 : ψ =ᶠ[𝓝[Ici x] x] planeWaves k c d := by
    filter_upwards [Icc_mem_nhdsGE hr] with y hy using h2 y hy
  rw [derivJump, e1.derivWithin_eq (h1 x ⟨hl.le, le_rfl⟩),
    e2.derivWithin_eq (h2 x ⟨le_rfl, hr.le⟩),
    (hasDerivAt_planeWaves k a b x).hasDerivWithinAt.derivWithin
      (uniqueDiffOn_Iic x x (mem_Iic.2 le_rfl)),
    (hasDerivAt_planeWaves k c d x).hasDerivWithinAt.derivWithin
      (uniqueDiffOn_Ici x x (mem_Ici.2 le_rfl))]
  unfold planeWaves
  ring

lemma denom_ne {k : ℝ} (hk : 0 < k) (g : ℝ) : 2 * I * (k : ℂ) - g ≠ 0 := by
  intro h
  have him : (2 * I * (k : ℂ) - g).im = 2 * k := by simp
  rw [h, zero_im] at him
  linarith

lemma denom_mul_reflection {k : ℝ} (hk : 0 < k) (g : ℝ) :
    (2 * I * (k : ℂ) - g) * reflection k g = g := by
  rw [mul_comm]
  exact div_mul_cancel₀ _ (denom_ne hk g)

lemma roundTrip_mul_exp (k R g : ℝ) :
    roundTrip k R g * Complex.exp (-(I * k * R)) = reflection k g * Complex.exp (I * k * R) := by
  rw [roundTrip, mul_assoc, ← Complex.exp_add]
  congr 2
  ring

/-- For `k > 0` a point scatterer of real strength reflects with amplitude of modulus
less than one. -/
theorem norm_reflection_lt_one {k : ℝ} (hk : 0 < k) (g : ℝ) : ‖reflection k g‖ < 1 := by
  have hre : (2 * I * (k : ℂ) - g).re = -g := by simp
  have him : (2 * I * (k : ℂ) - g).im = 2 * k := by simp
  rw [reflection, norm_div, div_lt_one (norm_pos_iff.2 (denom_ne hk g))]
  apply lt_of_pow_lt_pow_left₀ 2 (norm_nonneg _)
  rw [Complex.sq_norm, Complex.sq_norm, normSq_apply, normSq_apply, hre, him,
    ofReal_re, ofReal_im]
  nlinarith [mul_pos hk hk]

/-- For `k > 0` the ratio `r₀ρ` of the reflection series has modulus less than one. -/
theorem norm_ratio_lt_one {k : ℝ} (hk : 0 < k) (R g₀ g : ℝ) :
    ‖reflection k g₀ * roundTrip k R g‖ < 1 := by
  have he : 2 * I * (k : ℂ) * R = ((2 * k * R : ℝ) : ℂ) * I := by push_cast; ring
  have h0 := norm_reflection_lt_one hk g₀
  have h1 := norm_reflection_lt_one hk g
  rw [roundTrip, norm_mul, norm_mul, he, Complex.norm_exp_ofReal_mul_I, mul_one]
  nlinarith [mul_nonneg (norm_nonneg (reflection k g₀)) (sub_nonneg.2 h1.le)]

lemma total_denom_ne {k : ℝ} (hk : 0 < k) (R g₀ g : ℝ) :
    (2 * I * (k : ℂ) - g₀) * (1 - reflection k g₀ * roundTrip k R g) ≠ 0 := by
  refine mul_ne_zero (denom_ne hk g₀) fun h => ?_
  have h1 := norm_ratio_lt_one hk R g₀ g
  rw [← sub_eq_zero.1 h, norm_one] at h1
  exact lt_irrefl _ h1

/-- For `k > 0` and `R > 0`, every outgoing wave has at the absorber the amplitude
`ψ(0) = (1 + ρ) / ((2ik - g₀)(1 - r₀ρ))`. -/
theorem IsOutgoing.amplitude {k R g₀ g : ℝ} {ψ : ℝ → ℂ} (hk : 0 < k) (hR : 0 < R)
    (h : IsOutgoing k R g₀ g ψ) :
    ψ 0 = (1 + roundTrip k R g) /
      ((2 * I * k - g₀) * (1 - reflection k g₀ * roundTrip k R g)) := by
  obtain ⟨A, hA⟩ := h.left
  obtain ⟨B, C, hB⟩ := h.between
  obtain ⟨D, hD⟩ := h.right
  have J0 := h.jump_absorber
  have JR := h.jump_neighbour
  rw [derivJump_eq (neg_one_lt_zero) hR (fun y hy => hA y hy.2) hB] at J0
  rw [derivJump_eq hR (lt_add_one R) hB (fun y hy => hD y hy.1), hD R le_rfl] at JR
  have a0 : ψ 0 = A := by rw [hA 0 le_rfl]; simp [planeWaves]
  have M0 : A = B + C := by rw [← a0, hB 0 ⟨le_rfl, hR.le⟩]; simp [planeWaves]
  have MR := (hD R le_rfl).symm.trans (hB R ⟨hR.le, le_rfl⟩)
  rw [a0] at J0 ⊢
  simp only [ofReal_zero, mul_zero, neg_zero, Complex.exp_zero, mul_one] at J0
  unfold planeWaves at JR MR
  have H0 := denom_mul_reflection hk g₀
  have H1 := denom_mul_reflection hk g
  -- matching at the neighbour: the left-moving amplitude `C` is `ρ` times the right-moving `B`
  have hCF : C * Complex.exp (-(I * k * R)) = reflection k g * B * Complex.exp (I * k * R) :=
    mul_left_cancel₀ (denom_ne hk g) (by
      linear_combination JR - (I * k - g) * MR - B * Complex.exp (I * k * R) * H1)
  have hC : C = roundTrip k R g * B :=
    mul_right_cancel₀ (Complex.exp_ne_zero (-(I * k * R))) (by
      linear_combination hCF - B * roundTrip_mul_exp k R g)
  -- matching at the absorber fixes the right-moving amplitude `B`
  have hE : (2 * I * k - g₀) * (1 - reflection k g₀ * roundTrip k R g) * B = 1 := by
    linear_combination J0 - (I * k - g₀) * M0 + g₀ * hC - roundTrip k R g * B * H0
  rw [eq_div_iff (total_denom_ne hk R g₀ g)]
  linear_combination (1 + roundTrip k R g) * hE +
    (2 * I * k - g₀) * (1 - reflection k g₀ * roundTrip k R g) * (M0 + hC)

/-- The explicit wave whose right-moving amplitude between the atoms is
`B = 1 / ((2ik - g₀)(1 - r₀ρ))`, for `k > 0` and `R > 0`. -/
def outgoingWave (k R g₀ g : ℝ) (x : ℝ) : ℂ :=
  let B := 1 / ((2 * I * k - g₀) * (1 - reflection k g₀ * roundTrip k R g))
  if x ≤ 0 then planeWaves k 0 (B * (1 + roundTrip k R g)) x
  else if x ≤ R then planeWaves k B (B * roundTrip k R g) x
  else planeWaves k (B * (1 + reflection k g)) 0 x

/-- For `k > 0` and `R > 0` the explicit wave is an outgoing solution. -/
theorem outgoingWave_isOutgoing {k R : ℝ} (hk : 0 < k) (hR : 0 < R) (g₀ g : ℝ) :
    IsOutgoing k R g₀ g (outgoingWave k R g₀ g) := by
  obtain ⟨B, hB⟩ : ∃ B : ℂ,
      B = 1 / ((2 * I * k - g₀) * (1 - reflection k g₀ * roundTrip k R g)) := ⟨_, rfl⟩
  have hE := (eq_div_iff (total_denom_ne hk R g₀ g)).1 hB
  have hF := roundTrip_mul_exp k R g
  have hl : ∀ x ≤ 0, outgoingWave k R g₀ g x =
      planeWaves k 0 (B * (1 + roundTrip k R g)) x := by
    intro x hx
    simp only [outgoingWave, ← hB, if_pos hx]
  have hm : ∀ x ∈ Icc 0 R, outgoingWave k R g₀ g x =
      planeWaves k B (B * roundTrip k R g) x := by
    intro x hx
    rcases eq_or_lt_of_le hx.1 with h0 | h0
    · rw [← h0, hl 0 le_rfl]
      simp only [planeWaves, ofReal_zero, mul_zero, neg_zero, Complex.exp_zero]
      ring
    · simp only [outgoingWave, ← hB, if_neg (not_le_of_gt h0), if_pos hx.2]
  have hr : ∀ x, R ≤ x → outgoingWave k R g₀ g x =
      planeWaves k (B * (1 + reflection k g)) 0 x := by
    intro x hx
    rcases eq_or_lt_of_le hx with h0 | h0
    · rw [← h0, hm R ⟨hR.le, le_rfl⟩]
      unfold planeWaves
      linear_combination B * hF
    · simp only [outgoingWave, ← hB, if_neg (not_le_of_gt (hR.trans h0)),
        if_neg (not_le_of_gt h0)]
  refine ⟨⟨_, hl⟩, ⟨_, _, hm⟩, ⟨_, hr⟩, ?_, ?_⟩
  · rw [derivJump_eq neg_one_lt_zero hR (fun y hy => hl y hy.2) hm, hl 0 le_rfl]
    simp only [planeWaves, ofReal_zero, mul_zero, neg_zero, Complex.exp_zero]
    linear_combination hE + roundTrip k R g * B * denom_mul_reflection hk g₀
  · rw [derivJump_eq hR (lt_add_one R) hm (fun y hy => hr y hy.1), hr R le_rfl]
    unfold planeWaves
    linear_combination B * Complex.exp (I * k * R) * denom_mul_reflection hk g + I * k * B * hF

/-- For `k > 0` and `R > 0` the amplitude at the absorber is the sum of the convergent
reflection series with terms `(1 + ρ) / (2ik - g₀) * (r₀ρ)ⁿ`. -/
theorem IsOutgoing.reflection_series {k R g₀ g : ℝ} {ψ : ℝ → ℂ} (hk : 0 < k) (hR : 0 < R)
    (h : IsOutgoing k R g₀ g ψ) :
    HasSum (fun n : ℕ => (1 + roundTrip k R g) / (2 * I * k - g₀) *
      (reflection k g₀ * roundTrip k R g) ^ n) (ψ 0) := by
  have hs := (hasSum_geometric_of_norm_lt_one (norm_ratio_lt_one hk R g₀ g)).mul_left
    ((1 + roundTrip k R g) / (2 * I * k - g₀))
  rw [← div_eq_mul_inv, ← div_mul_eq_div_div, ← h.amplitude hk hR] at hs
  exact hs

/-- For `k > 0`, `R > 0` and an absorber that does not scatter (`g₀ = 0`), `-Im ψ(0)` equals
`(1 + |r| cos(2kR + arg r)) / (2k)`, where `r` is the reflection amplitude of the neighbour. -/
theorem IsOutgoing.exafs_oscillation {k R g : ℝ} {ψ : ℝ → ℂ} (hk : 0 < k) (hR : 0 < R)
    (h : IsOutgoing k R 0 g ψ) :
    -(ψ 0).im = (1 + ‖reflection k g‖ * Real.cos (2 * k * R + arg (reflection k g))) /
      (2 * k) := by
  have hA := (eq_div_iff (total_denom_ne hk R 0 g)).1 (h.amplitude hk hR)
  have hz : reflection k 0 = 0 := by simp [reflection]
  rw [hz, zero_mul, sub_zero, mul_one, ofReal_zero, sub_zero] at hA
  -- polar form of the round-trip amplitude
  have hρ : roundTrip k R g = (‖reflection k g‖ : ℂ) *
      Complex.exp (((2 * k * R + arg (reflection k g) : ℝ) : ℂ) * I) := by
    have hp := Complex.norm_mul_exp_arg_mul_I (reflection k g)
    have he : ((2 * k * R + arg (reflection k g) : ℝ) : ℂ) * I =
        (arg (reflection k g) : ℂ) * I + 2 * I * k * R := by push_cast; ring
    rw [he, Complex.exp_add, ← mul_assoc, hp, roundTrip]
  have hre := congrArg Complex.re hA
  rw [hρ, add_re, one_re, re_ofReal_mul, Complex.exp_ofReal_mul_I_re] at hre
  have hl : (ψ 0 * (2 * I * (k : ℂ))).re = -(ψ 0).im * (2 * k) := by
    simp [Complex.mul_re, Complex.mul_im]
  rw [eq_div_iff (by positivity), ← hl]
  exact hre

end

end ExafsPointScatterers
```

```lean
#print axioms ExafsPointScatterers.norm_reflection_lt_one
#print axioms ExafsPointScatterers.outgoingWave_isOutgoing
#print axioms ExafsPointScatterers.IsOutgoing.reflection_series
#print axioms ExafsPointScatterers.IsOutgoing.exafs_oscillation
```

```
'ExafsPointScatterers.norm_reflection_lt_one' depends on axioms: [propext, Classical.choice, Quot.sound]
'ExafsPointScatterers.outgoingWave_isOutgoing' depends on axioms: [propext, Classical.choice, Quot.sound]
'ExafsPointScatterers.IsOutgoing.reflection_series' depends on axioms: [propext, Classical.choice, Quot.sound]
'ExafsPointScatterers.IsOutgoing.exafs_oscillation' depends on axioms: [propext, Classical.choice, Quot.sound]
```

## From the matching equations to the Lean proof

`hasDerivAt_planeWaves` is the rule $(a,b)\mapsto(ika,-ikb)$. In `IsOutgoing.wave_equation`, the auxiliary claim `key` applies it twice to a function that agrees with a plane-wave sum near $x$; the three regions are then treated in turn. `derivJump_eq` is the general jump formula. It needs the plane-wave forms only on a closed interval on each side of the point.

`norm_reflection_lt_one` compares the squares $g^2$ and $g^2+4k^2$. `norm_ratio_lt_one` carries the bound over to $r_0\rho$, and `total_denom_ne` concludes that the full denominator is nonzero.

In `IsOutgoing.amplitude`, `M0` and `MR` are the continuity equations, and `J0` and `JR` are the jumps. The step `hCF` is the matching at the neighbour after division by $2ik-g$, `hC` is $C=\rho B$, and `hE` is the equation for $B$. Each is proved with `linear_combination`, which checks that the goal is the stated combination of known equations.

`outgoingWave` is defined by cases. The facts `hl`, `hm` and `hr` show that its formulas also hold at the shared end points, after which the two jumps are verified. `IsOutgoing.reflection_series` multiplies Mathlib's geometric series by the prefactor. `IsOutgoing.exafs_oscillation` writes $\rho$ in polar form and compares real parts, as above.
